# In a spin coherent state, the orientation dependence of ⟨D Sz²⟩ is 1 − 1/(2S) times that of a classical spin of length S

## One and two spins 1/2

A single spin 1/2 gains no orientation dependence from an anisotropy term $D(S^z)^2$. Its $S^z$ has eigenvalues $\pm 1/2$ (with $\hbar=1$), so $(S^z)^2=1/4$ whatever the direction of the spin.

Now take two spins 1/2 in the same unit spinor, and let $n_z$ be the z component of its Bloch vector. The square of the total spin component is

$$(S_0^z+S_1^z)^2=\tfrac14+\tfrac14+2S_0^zS_1^z .$$

Each spin has mean $n_z/2$, and in a product state the means multiply, so the expectation value is $1/2+n_z^2/2$. A classical vector of length $S=1$ would give $n_z^2$. The orientation-dependent part is half as large, because the two self-terms are constants.

## N aligned spins as one ion of spin S = N/2

A magnetic ion of spin $S$ can be represented by $N=2S$ spins 1/2 in a permutation-symmetric state. Putting all of them in one spinor gives the spin coherent state, the quantum state closest to a classical direction. The anisotropy Hamiltonian is $D(S^z)^2$. The constant $D$ is postulated here; it stands for the combined effect of spin-orbit coupling and the crystal field.

For spinors $\chi_k$ with components $\chi_k(0)$ (up) and $\chi_k(1)$ (down), the product state is $\psi(\sigma)=\prod_k\chi_k(\sigma_k)$, where $\sigma$ assigns 0 or 1 to each spin. Define $n_k=|\chi_k(0)|^2-|\chi_k(1)|^2$, with $|\chi_k(0)|^2+|\chi_k(1)|^2=1$.

## From site correlations to the reduction factor

For an observable that is diagonal and a product of one-site functions $f_k$,

$$\sum_\sigma\prod_k|\chi_k(\sigma_k)|^2f_k(\sigma_k)=\prod_k\left(f_k(0)|\chi_k(0)|^2+f_k(1)|\chi_k(1)|^2\right).$$

For $S_i^zS_j^z$ with $i\ne j$, the factors at $i$ and $j$ are $n_i/2$ and $n_j/2$, and all others are 1. For $i=j$ the factor at $i$ is $1/4$. Hence

$$\langle (S^z)^2\rangle=\sum_{i,j}\frac{n_in_j}{4}+\sum_i\left(\frac14-\frac{n_i^2}{4}\right)=\Big(\sum_i\frac{n_i}{2}\Big)^2+\sum_i\frac{1-n_i^2}{4}.$$

If every $n_i$ equals $n_z$, this becomes

$$\frac{N^2n_z^2}{4}+\frac{N(1-n_z^2)}{4}=\frac N4+\frac{N(N-1)}{4}n_z^2 .$$

Between orientations with components $n_z$ and $n_z'$, the constant cancels. With $N=2S$ the energy difference is

$$D\,\frac{N(N-1)}{4}(n_z^2-n_z'^2)=D\,S^2\Big(1-\frac1{2S}\Big)(n_z^2-n_z'^2).$$

The classical energy $D(Sn_z)^2$ gives $DS^2(n_z^2-n_z'^2)$, so the ratio is $1-1/(2S)$.

For polar angle $\theta$ and azimuth $\varphi$, the spinor $(\cos\frac\theta2,\;e^{i\varphi}\sin\frac\theta2)$ has unit norm and $n_z=\cos^2\frac\theta2-\sin^2\frac\theta2=\cos\theta$.

## Spin 2 in numbers

Let $S=2$, so $N=4$, and take $D=-1$ in some energy unit. Then $\langle (S^z)^2\rangle=1+3n_z^2$. Along the axis the energy is $-4$; in the plane it is $-1$. The difference is 3, against the classical 4, and $3/4=1-1/(2\cdot2)$.

## The coefficient in a classical spin simulation

Take a simulation with unit vectors and the site energy $K\cos^2\theta$; in a code that writes $-K\cos^2\theta$ instead, the sign of $K$ below is reversed. For an isolated ion in a coherent state, matching the orientation-dependent part of the quantum mean (the constant $DS/2$ is dropped) gives $K=DS(S-\tfrac12)$, whereas replacing the operator by a vector of length $S$ gives $K=DS^2$. In code the first choice is `K = D * S * (S - 0.5)`. The same convention matters when $D$ is extracted from a computed anisotropy energy: for $S=1$ the two choices differ by a factor of 2.

## What the Lean statements say

States are complex functions on `Fin N → Fin 2`, and `totalSz N` is the sum of the diagonal matrices `siteSz i`. The function `expect` computes $\psi^\dagger A\psi$ without dividing by the norm; `IsUnitSpinor` makes the product state normalised. `blochZ` is $n_z$, and `anisotropyEnergy` is the real part of the mean of $D(S^z)^2$.

The theorem `expect_totalSz_sq` covers arbitrary product states of unit spinors, and `expect_totalSz_sq_uniform` the aligned case. In `anisotropy_reduction`, the hypotheses `1 ≤ N`, `D ≠ 0` and `blochZ χ ^ 2 ≠ blochZ χ' ^ 2` make the classical difference in the denominator nonzero.

The file works with spins 1/2 throughout and does not construct the spin-$S$ multiplet; it proves the permutation symmetry of the aligned state. Transverse anisotropy, exchange between ions and temperature are absent from the model. The result concerns mean energies in coherent states, not the spacing of the energy levels.

```lean
import Mathlib

open Matrix

namespace SingleIonAnisotropyReduction

noncomputable section

/-- The eigenvalue of the z component of one spin 1/2: index 0 is up, index 1 is down. -/
def szValue (s : Fin 2) : ℂ := if s = 0 then 1 / 2 else -1 / 2

/-- The operator of the z component of spin `i` among `N` spins 1/2. -/
def siteSz {N : ℕ} (i : Fin N) : Matrix (Fin N → Fin 2) (Fin N → Fin 2) ℂ :=
  Matrix.diagonal fun σ => szValue (σ i)

/-- The z component of the total spin. -/
def totalSz (N : ℕ) : Matrix (Fin N → Fin 2) (Fin N → Fin 2) ℂ := ∑ i, siteSz i

/-- The product state in which spin `i` has the spinor `χ i`. -/
def productState {N : ℕ} (χ : Fin N → Fin 2 → ℂ) : (Fin N → Fin 2) → ℂ :=
  fun σ => ∏ i, χ i (σ i)

/-- The expectation value of the operator `A` in the state `ψ`. -/
def expect {N : ℕ} (ψ : (Fin N → Fin 2) → ℂ)
    (A : Matrix (Fin N → Fin 2) (Fin N → Fin 2) ℂ) : ℂ := star ψ ⬝ᵥ (A *ᵥ ψ)

/-- A spinor of unit norm. -/
def IsUnitSpinor (χ : Fin 2 → ℂ) : Prop := ‖χ 0‖ ^ 2 + ‖χ 1‖ ^ 2 = 1

/-- The z component of the Bloch vector of a spinor. -/
def blochZ (χ : Fin 2 → ℂ) : ℝ := ‖χ 0‖ ^ 2 - ‖χ 1‖ ^ 2

/-- The mean energy of the anisotropy Hamiltonian `D Sz²` when all `N` spins have spinor `χ`. -/
def anisotropyEnergy (N : ℕ) (D : ℝ) (χ : Fin 2 → ℂ) : ℝ :=
  (expect (productState fun _ : Fin N => χ) ((D : ℂ) • totalSz N ^ 2)).re

/-- The uniaxial anisotropy energy of a classical spin of length `S` with direction cosine `nz`. -/
def classicalEnergy (D S nz : ℝ) : ℝ := D * (S * nz) ^ 2

/-- The spinor with polar angle `θ` and azimuth `φ`. -/
def coherentSpinor (θ φ : ℝ) : Fin 2 → ℂ :=
  ![(Real.cos (θ / 2) : ℂ), Complex.exp (φ * Complex.I) * (Real.sin (θ / 2) : ℂ)]

/-- With one common spinor, the product state is unchanged by any permutation of the spins. -/
theorem productState_perm {N : ℕ} (χ : Fin 2 → ℂ) (p : Equiv.Perm (Fin N))
    (σ : Fin N → Fin 2) :
    productState (fun _ => χ) (σ ∘ p) = productState (fun _ => χ) σ :=
  Equiv.prod_comp p (fun i => χ (σ i))

/-- In a product state, the mean of a product of one-site diagonal observables is the product
of the one-site means. -/
theorem expect_factorises {N : ℕ} (χ f : Fin N → Fin 2 → ℂ) :
    expect (productState χ) (Matrix.diagonal fun σ => ∏ k, f k (σ k)) =
      ∏ k, (f k 0 * ((‖χ k 0‖ ^ 2 : ℝ) : ℂ) + f k 1 * ((‖χ k 1‖ ^ 2 : ℝ) : ℂ)) := by
  have hz : ∀ z : ℂ, ((‖z‖ ^ 2 : ℝ) : ℂ) = star z * z := by
    intro z
    rw [← Complex.normSq_eq_norm_sq, Complex.normSq_eq_conj_mul_self]
    rfl
  have hk : ∀ k, f k 0 * ((‖χ k 0‖ ^ 2 : ℝ) : ℂ) + f k 1 * ((‖χ k 1‖ ^ 2 : ℝ) : ℂ) =
      ∑ s, star (χ k s) * (f k s * χ k s) := by
    intro k
    rw [Fin.sum_univ_two, hz, hz]
    ring
  -- a product of sums over one spin is a sum over all configurations
  rw [Finset.prod_congr rfl fun k _ => hk k, Finset.prod_univ_sum, Fintype.piFinset_univ]
  simp only [expect, dotProduct, Matrix.mulVec_diagonal]
  refine Finset.sum_congr rfl fun σ _ => ?_
  simp only [Pi.star_apply, productState, star_prod, Finset.prod_mul_distrib]

/-- The correlation of the z components of two spins in a product state: `1/4` for a spin with
itself, and a quarter of the product of the Bloch components for distinct spins. -/
theorem expect_siteSz_mul {N : ℕ} (χ : Fin N → Fin 2 → ℂ) (hχ : ∀ i, IsUnitSpinor (χ i))
    (i j : Fin N) :
    expect (productState χ) (siteSz i * siteSz j) =
      if i = j then 1 / 4 else (blochZ (χ i) : ℂ) / 2 * ((blochZ (χ j) : ℂ) / 2) := by
  have m0 : szValue 0 = 1 / 2 := by simp [szValue]
  have m1 : szValue 1 = -1 / 2 := by simp [szValue]
  have hc : ∀ k, ((‖χ k 0‖ ^ 2 : ℝ) : ℂ) + ((‖χ k 1‖ ^ 2 : ℝ) : ℂ) = 1 := by
    intro k
    rw [← Complex.ofReal_add, show ‖χ k 0‖ ^ 2 + ‖χ k 1‖ ^ 2 = 1 from hχ k,
      Complex.ofReal_one]
  have hop : siteSz i * siteSz j = Matrix.diagonal fun σ : Fin N → Fin 2 =>
      ∏ k, (fun (k : Fin N) (s : Fin 2) => (if k = i then szValue s else 1) *
        (if k = j then szValue s else 1)) k (σ k) := by
    rw [siteSz, siteSz, Matrix.diagonal_mul_diagonal]
    congr 1
    funext σ
    simp only [Finset.prod_mul_distrib, Finset.prod_ite_eq', Finset.mem_univ, if_true]
  refine (congrArg (expect (productState χ)) hop).trans ((expect_factorises χ
    (fun (k : Fin N) (s : Fin 2) => (if k = i then szValue s else 1) *
      (if k = j then szValue s else 1))).trans ?_)
  by_cases hij : i = j
  · subst hij
    rw [if_pos rfl]
    -- only the factor of site i differs from one
    trans ∏ k, (if k = i then (1 / 4 : ℂ) else 1)
    · refine Finset.prod_congr rfl fun k _ => ?_
      by_cases hi : k = i
      · simp only [if_pos hi, m0, m1]
        linear_combination (1 / 4 : ℂ) * hc k
      · simp only [if_neg hi]
        linear_combination hc k
    · simp
  · rw [if_neg hij]
    trans ∏ k, ((if k = i then (blochZ (χ k) : ℂ) / 2 else 1) *
      (if k = j then (blochZ (χ k) : ℂ) / 2 else 1))
    · refine Finset.prod_congr rfl fun k _ => ?_
      by_cases hi : k = i
      · have hj : k ≠ j := fun h => hij (hi.symm.trans h)
        simp only [if_pos hi, if_neg hj, m0, m1, blochZ, Complex.ofReal_sub]
        ring
      · by_cases hj : k = j
        · simp only [if_neg hi, if_pos hj, m0, m1, blochZ, Complex.ofReal_sub]
          ring
        · simp only [if_neg hi, if_neg hj]
          linear_combination hc k
    · simp only [Finset.prod_mul_distrib, Finset.prod_ite_eq', Finset.mem_univ, if_true]

/-- The mean of `Sz²` in any product state of spins 1/2 is the square of the mean total spin
component plus the sum of the single-spin variances. -/
theorem expect_totalSz_sq {N : ℕ} (χ : Fin N → Fin 2 → ℂ) (hχ : ∀ i, IsUnitSpinor (χ i)) :
    expect (productState χ) (totalSz N ^ 2) =
      (((∑ i, blochZ (χ i) / 2) ^ 2 + ∑ i, (1 - blochZ (χ i) ^ 2) / 4 : ℝ) : ℂ) := by
  have hsum : ∀ f : Fin N → Matrix (Fin N → Fin 2) (Fin N → Fin 2) ℂ,
      expect (productState χ) (∑ i, f i) = ∑ i, expect (productState χ) (f i) := fun f =>
    map_sum (AddMonoidHom.mk' (expect (productState χ)) (fun A B => by
      simp only [expect, Matrix.add_mulVec, dotProduct_add])) f Finset.univ
  rw [totalSz, sq, Finset.sum_mul_sum, hsum]
  -- separate the uncorrelated part from the correction at equal sites
  trans ∑ i, ∑ j, ((blochZ (χ i) : ℂ) / 2 * ((blochZ (χ j) : ℂ) / 2) +
    if i = j then (1 - (blochZ (χ i) : ℂ) ^ 2) / 4 else 0)
  · refine Finset.sum_congr rfl fun i _ => ?_
    rw [hsum]
    refine Finset.sum_congr rfl fun j _ => ?_
    rw [expect_siteSz_mul χ hχ]
    by_cases hij : i = j
    · subst hij
      simp only [if_true]
      ring
    · simp only [if_neg hij, add_zero]
  · simp only [Finset.sum_add_distrib, Finset.sum_ite_eq, Finset.mem_univ, if_true,
      ← Finset.sum_mul_sum]
    push_cast
    ring

/-- For `N` spins 1/2 in one common unit spinor, `⟨Sz²⟩ = N/4 + N(N-1) n_z²/4`. -/
theorem expect_totalSz_sq_uniform (N : ℕ) (χ : Fin 2 → ℂ) (hχ : IsUnitSpinor χ) :
    expect (productState fun _ : Fin N => χ) (totalSz N ^ 2) =
      (((N : ℝ) / 4 + N * (N - 1) * blochZ χ ^ 2 / 4 : ℝ) : ℂ) := by
  rw [expect_totalSz_sq _ fun _ => hχ]
  congr 1
  simp only [Finset.sum_const, Finset.card_univ, Fintype.card_fin, nsmul_eq_mul]
  ring

/-- The mean anisotropy energy of `N` spins 1/2 in one common unit spinor. -/
theorem anisotropyEnergy_eq (N : ℕ) (D : ℝ) (χ : Fin 2 → ℂ) (hχ : IsUnitSpinor χ) :
    anisotropyEnergy N D χ = D * ((N : ℝ) / 4 + N * (N - 1) * blochZ χ ^ 2 / 4) := by
  have h : expect (productState fun _ : Fin N => χ) ((D : ℂ) • totalSz N ^ 2) =
      (D : ℂ) * expect (productState fun _ : Fin N => χ) (totalSz N ^ 2) := by
    simp only [expect, Matrix.smul_mulVec, dotProduct_smul, smul_eq_mul]
  rw [anisotropyEnergy, h, expect_totalSz_sq_uniform N χ hχ, ← Complex.ofReal_mul,
    Complex.ofReal_re]

/-- For `N ≥ 1`, `D ≠ 0` and two orientations with different `n_z²`, the difference of the mean
anisotropy energies of `N` aligned spins 1/2, divided by its classical value for a spin of length `S
= N/2`, is `1 - 1/(2S)`. -/
theorem anisotropy_reduction (N : ℕ) (hN : 1 ≤ N) (D S : ℝ) (hD : D ≠ 0) (hS : S = N / 2)
    (χ χ' : Fin 2 → ℂ) (hχ : IsUnitSpinor χ) (hχ' : IsUnitSpinor χ')
    (hne : blochZ χ ^ 2 ≠ blochZ χ' ^ 2) :
    (anisotropyEnergy N D χ - anisotropyEnergy N D χ') /
      (classicalEnergy D S (blochZ χ) - classicalEnergy D S (blochZ χ')) =
      1 - 1 / (2 * S) := by
  have hN0 : (N : ℝ) ≠ 0 := by
    exact_mod_cast (by omega : N ≠ 0)
  have hS0 : S ≠ 0 := by
    rw [hS]
    exact div_ne_zero hN0 two_ne_zero
  have hNS : (N : ℝ) = 2 * S := by linarith
  have hd : classicalEnergy D S (blochZ χ) - classicalEnergy D S (blochZ χ') =
      D * S ^ 2 * (blochZ χ ^ 2 - blochZ χ' ^ 2) := by
    simp only [classicalEnergy]
    ring
  have hr : (1 - 1 / (2 * S)) * S ^ 2 = S * (2 * S - 1) / 2 := by
    field_simp
  rw [hd, div_eq_iff (mul_ne_zero (mul_ne_zero hD (pow_ne_zero 2 hS0)) (sub_ne_zero.mpr hne)),
    anisotropyEnergy_eq N D χ hχ, anisotropyEnergy_eq N D χ' hχ', hNS]
  linear_combination (-D * (blochZ χ ^ 2 - blochZ χ' ^ 2)) * hr

/-- The spinor with polar angles `θ`, `φ` has unit norm and Bloch component `cos θ`. -/
theorem coherentSpinor_bloch (θ φ : ℝ) :
    IsUnitSpinor (coherentSpinor θ φ) ∧ blochZ (coherentSpinor θ φ) = Real.cos θ := by
  have h0 : ‖coherentSpinor θ φ 0‖ ^ 2 = Real.cos (θ / 2) ^ 2 := by
    change ‖(Real.cos (θ / 2) : ℂ)‖ ^ 2 = _
    rw [Complex.norm_real, Real.norm_eq_abs, sq_abs]
  have h1 : ‖coherentSpinor θ φ 1‖ ^ 2 = Real.sin (θ / 2) ^ 2 := by
    change ‖Complex.exp (φ * Complex.I) * (Real.sin (θ / 2) : ℂ)‖ ^ 2 = _
    rw [norm_mul, Complex.norm_exp_ofReal_mul_I, one_mul, Complex.norm_real,
      Real.norm_eq_abs, sq_abs]
  have hs := Real.sin_sq_add_cos_sq (θ / 2)
  have hc := Real.cos_two_mul (θ / 2)
  rw [show 2 * (θ / 2) = θ by ring] at hc
  constructor
  · rw [IsUnitSpinor, h0, h1]
    linarith
  · rw [blochZ, h0, h1]
    linarith

/-- The mean anisotropy energy of `N` aligned spins 1/2 as a function of the polar angle. -/
theorem anisotropyEnergy_angle (N : ℕ) (D θ φ : ℝ) :
    anisotropyEnergy N D (coherentSpinor θ φ) =
      D * ((N : ℝ) / 4 + N * (N - 1) * Real.cos θ ^ 2 / 4) := by
  rw [anisotropyEnergy_eq N D _ (coherentSpinor_bloch θ φ).1, (coherentSpinor_bloch θ φ).2]

end

end SingleIonAnisotropyReduction
```

```lean
#print axioms SingleIonAnisotropyReduction.productState_perm
#print axioms SingleIonAnisotropyReduction.anisotropy_reduction
#print axioms SingleIonAnisotropyReduction.anisotropyEnergy_angle
```

```
'SingleIonAnisotropyReduction.productState_perm' depends on axioms: [propext, Classical.choice, Quot.sound]
'SingleIonAnisotropyReduction.anisotropy_reduction' depends on axioms: [propext, Classical.choice, Quot.sound]
'SingleIonAnisotropyReduction.anisotropyEnergy_angle' depends on axioms: [propext, Classical.choice, Quot.sound]
```

## How the proof follows the calculation

`expect_factorises` is the exchange of sum and product. Its main step, `Finset.prod_univ_sum`, turns a product of two-term sums into one sum over all configurations, after which the terms agree one by one.

`expect_siteSz_mul` first writes $S_i^zS_j^z$ as a product over all sites, with the factor 1 wherever nothing acts (`hop`). It then splits on `i = j`. At untouched sites the normalisation `hc` supplies the factor 1; at the sites acted on, the factors are $1/4$ or $n/2$, as above.

`expect_totalSz_sq` expands the square into a double sum and uses the additivity of the expectation value (`hsum`). Each term is written as $n_in_j/4$ plus a correction present only for `i = j`, which gives the square of the mean and the sum of variances. The uniform formula follows by summing constants.

`anisotropyEnergy_eq` takes $D$ out of the expectation value. In `anisotropy_reduction`, `div_eq_iff` clears the nonzero denominator, and `linear_combination` closes the goal with the identity `hr`, which is $(1-\frac1{2S})S^2=S(2S-1)/2$.

`coherentSpinor_bloch` combines $\sin^2+\cos^2=1$ with the double-angle formula, and `anisotropyEnergy_angle` inserts the result into the energy. `productState_perm` holds because reordering the factors leaves a product unchanged.
